# For a repulsive delta defect of fixed strength, the first-order energy fails on a large ring

Units are ħ = m = 1. One particle moves on a ring of length L > 0, with coordinate x running from 0 to L, and meets a defect gδ(x) at the point where 0 and L are joined. The strength g is real; a repulsive defect has g > 0. Energies are written E = k²/2 with wavenumber k.

Without the defect the lowest state is the constant 1/√L, with energy zero. The mean value of gδ(x) in it is g/L, which is the first-order energy used below. The Lean file takes this number as given and does not develop perturbation theory.

```lean
import Mathlib

open Filter Topology
open scoped Real

namespace DeltaDefectRing
```

Cutting the ring at the defect leaves an interval with midpoint L/2. A wave on it has an even amplitude A and an odd amplitude B, both real:

ψ(x) = A cos(k(x − L/2)) + B sin(k(x − L/2))

```lean
/-- The wave of wavenumber `k` with even amplitude `A` and odd amplitude `B` about the
midpoint `L/2` of the ring cut open at the defect. -/
noncomputable def wave (A B k L x : ℝ) : ℝ :=
  A * Real.cos (k * (x - L / 2)) + B * Real.sin (k * (x - L / 2))
```

A stationary state solves −½ψ″ = Eψ between the two ends and takes the same value at both. Integrating the Schrödinger equation across the delta function gives the remaining condition, in which x = L is the left side of the defect:

ψ′(0) − ψ′(L) = 2gψ(0)

`IsStationary` collects these conditions. Its ψ is a twice continuously differentiable function on the whole real line, but only its behaviour on [0, L] has physical meaning. The zero function is allowed here and has to be excluded separately.

```lean
/-- Conditions for a stationary state of energy `E` on a ring of length `L > 0` with the defect
`g δ(x)`; the zero function also meets them. `ψ` is twice continuously differentiable, solves the
free Schrödinger equation on `(0, L)`, is continuous across the defect, and its slope jumps there by
`2 g ψ(0)`. -/
def IsStationary (g L E : ℝ) (ψ : ℝ → ℝ) : Prop :=
  ContDiff ℝ 2 ψ ∧ (∀ x ∈ Set.Ioo 0 L, -(1 / 2) * deriv (deriv ψ) x = E * ψ x) ∧
    ψ 0 = ψ L ∧ deriv ψ 0 - deriv ψ L = 2 * g * ψ 0
```

The last definition names a condition on k in the window 0 < k < π/L. Part (c) derives it from the matching at the defect.

```lean
/-- `k` lies in `(0, π/L)` and solves the quantisation condition `k tan(kL/2) = g`,
for a ring of length `L > 0`. -/
def IsRoot (g L k : ℝ) : Prop :=
  0 < k ∧ k < π / L ∧ k * Real.tan (k * L / 2) = g
```

## (a) Removing the quotient

Let 0 < k < π/L and write θ = kL/2. Show that θ lies strictly between 0 and π/2, that cos θ > 0, and that the condition k tan θ = g is equivalent to

k sin θ = g cos θ

**Solution.** Multiplying 0 < k < π/L by L/2 gives 0 < θ < π/2, where the cosine is positive. Since tan θ = sin θ / cos θ, multiplying or dividing by cos θ turns one equation into the other.

In `half_phase` the sign of g is free. The final rewrite with `div_eq_iff` is the multiplication by cos θ.

```lean
/-- For `0 < k < π/L` the half phase `kL/2` lies in the first quadrant, and the quantisation
condition can be written without a quotient. -/
theorem half_phase {g L k : ℝ} (hL : 0 < L) (hk : 0 < k) (hk' : k < π / L) :
    0 < k * L / 2 ∧ k * L / 2 < π / 2 ∧ 0 < Real.cos (k * L / 2) ∧
      (k * Real.tan (k * L / 2) = g ↔
        k * Real.sin (k * L / 2) = g * Real.cos (k * L / 2)) := by
  have h0 : 0 < k * L / 2 := by positivity
  have h1 : k * L / 2 < π / 2 := by
    have := (lt_div_iff₀ hL).1 hk'
    linarith
  have hc : 0 < Real.cos (k * L / 2) :=
    Real.cos_pos_of_mem_Ioo ⟨by linarith [Real.pi_pos], h1⟩
  refine ⟨h0, h1, hc, ?_⟩
  rw [Real.tan_eq_sin_div_cos, ← mul_div_assoc, div_eq_iff hc.ne']
```

## (b) The slope of a wave

Show that differentiating a wave gives another wave of the same wavenumber:

ψ′(x) = kB cos(k(x − L/2)) − kA sin(k(x − L/2))

**Solution.** The inner function k(x − L/2) has derivative k. The chain rule turns A cos into −kA sin and B sin into kB cos.

The theorem equates two functions, so it can be applied twice. The amplitudes go from (A, B) to (kB, −kA) and then to (−k²A, −k²B), which is ψ″ = −k²ψ.

```lean
/-- The slope of a wave is again a wave of the same wavenumber, with even amplitude `k B` and odd
amplitude `-(k A)`. -/
theorem wave_deriv (A B k L : ℝ) :
    deriv (wave A B k L) = wave (k * B) (-(k * A)) k L := by
  funext x
  have h : HasDerivAt (fun y : ℝ => k * (y - L / 2)) k x :=
    (((hasDerivAt_id' x).sub_const (L / 2)).const_mul k).congr_deriv (mul_one k)
  have h2 := (h.cos.const_mul A).fun_add (h.sin.const_mul B)
  have h3 : HasDerivAt (wave A B k L) (wave (k * B) (-(k * A)) k L x) x := by
    refine h2.congr_deriv ?_
    unfold wave
    ring
  exact h3.deriv
```

## (c) Matching at the defect

Let 0 < k < π/L, and let A and B not both vanish. Show that the wave is a stationary state of energy k²/2 exactly when

B = 0 and k tan(kL/2) = g

**Solution.** By (b), −½ψ″ = (k²/2)ψ holds for every wave. The end values are

ψ(0) = A cos θ − B sin θ
ψ(L) = A cos θ + B sin θ

Equality requires 2B sin θ = 0. Since sin θ > 0, B = 0, and therefore A ≠ 0. The slopes are then ψ′(0) = kA sin θ and ψ′(L) = −kA sin θ, so the jump condition reads

2kA sin θ = 2gA cos θ

Dividing by 2A and using (a) gives the tangent condition. Read backwards, the same equations prove the converse.

In the proof, `left` and `right` are the end values, used for both the wave and its slope, and `smooth` supplies the differentiability. The theorem concerns waves with k in this window and makes no statement about other energies.

```lean
/-- For `0 < k < π/L`, a non-zero wave is a stationary state of energy `k²/2` exactly when it
is even about the midpoint and `k tan(kL/2) = g`. -/
theorem stationary_iff {g L k A B : ℝ} (hL : 0 < L) (hk : 0 < k) (hk' : k < π / L)
    (hAB : A ≠ 0 ∨ B ≠ 0) :
    IsStationary g L (k ^ 2 / 2) (wave A B k L) ↔
      B = 0 ∧ k * Real.tan (k * L / 2) = g := by
  obtain ⟨h0, h1, -, ht⟩ := half_phase (g := g) hL hk hk'
  have hs : 0 < Real.sin (k * L / 2) :=
    Real.sin_pos_of_pos_of_lt_pi h0 (by linarith [Real.pi_pos])
  -- values on the two sides of the defect
  have left : ∀ a b : ℝ, wave a b k L 0 =
      a * Real.cos (k * L / 2) - b * Real.sin (k * L / 2) := by
    intro a b
    have e : k * (0 - L / 2) = -(k * L / 2) := by ring
    unfold wave
    rw [e, Real.cos_neg, Real.sin_neg]
    ring
  have right : ∀ a b : ℝ, wave a b k L L =
      a * Real.cos (k * L / 2) + b * Real.sin (k * L / 2) := by
    intro a b
    have e : k * (L - L / 2) = k * L / 2 := by ring
    unfold wave
    rw [e]
  have smooth : ContDiff ℝ 2 (wave A B k L) := by
    have hl : ContDiff ℝ 2 (fun x : ℝ => k * (x - L / 2)) := by fun_prop
    exact (contDiff_const.mul (Real.contDiff_cos.comp hl)).add
      (contDiff_const.mul (Real.contDiff_sin.comp hl))
  rw [ht]
  unfold IsStationary
  simp only [wave_deriv, left, right]
  constructor
  · rintro ⟨-, -, hcont, hjump⟩
    -- continuity removes the odd part, the jump then fixes k
    have hBs : B * Real.sin (k * L / 2) = 0 := by linarith
    have hB : B = 0 := (mul_eq_zero.mp hBs).resolve_right hs.ne'
    have hA : A ≠ 0 := hAB.resolve_right (fun h => h hB)
    refine ⟨hB, mul_left_cancel₀ hA ?_⟩
    rw [hB] at hjump
    linear_combination hjump / 2
  · rintro ⟨hB, h⟩
    refine ⟨smooth, fun x _ => by unfold wave; ring, by rw [hB]; ring, ?_⟩
    rw [hB]
    linear_combination 2 * A * h
```

## (d) Counting the roots

For g > 0, show that there is exactly one k with

0 < k < π/L and k tan(kL/2) = g

**Solution.** Consider the continuous function

f(q) = q sin(qL/2) − g cos(qL/2)

It has f(0) = −g < 0 and f(π/L) = π/L > 0, so it vanishes somewhere in between, and by (a) that zero is a root. If a < b were two roots, then 0 < tan(aL/2) < tan(bL/2), hence a tan(aL/2) < b tan(bL/2). Both sides equal g, a contradiction.

The intermediate value theorem is `intermediate_value_Ioo`, and `key` is the monotonicity argument. In a numerical calculation, f is the function to bisect: it stays finite at π/L, where the tangent diverges. For g = L = 1 this gives k ≈ 1.307 and E ≈ 0.854.

The root is the ground level, a fact that the Lean file does not prove. For g > 0 a normalised stationary state has E = ½∫|ψ′|² dx + g|ψ(0)|², which is positive because a constant ψ with ψ(0) = 0 would vanish. Every stationary state is therefore a wave with some k > 0, and by (c) and the uniqueness just shown none has a smaller k than the root.

```lean
/-- For a repulsive defect the quantisation condition has exactly one root in `(0, π/L)`. -/
theorem existsUnique_root {g L : ℝ} (hg : 0 < g) (hL : 0 < L) : ∃! k, IsRoot g L k := by
  have hp : 0 < π / L := div_pos Real.pi_pos hL
  have e : π / L * L / 2 = π / 2 := by rw [div_mul_cancel₀ _ hL.ne']
  have hf : Continuous
      (fun q : ℝ => q * Real.sin (q * L / 2) - g * Real.cos (q * L / 2)) := by fun_prop
  obtain ⟨q, ⟨h1, h2⟩, h3⟩ := intermediate_value_Ioo hp.le hf.continuousOn
    (show (0 : ℝ) ∈ Set.Ioo _ _ from ⟨by simpa using hg, by
      simp only [e, Real.sin_pi_div_two, Real.cos_pi_div_two]; linarith⟩)
  have h3' : q * Real.sin (q * L / 2) - g * Real.cos (q * L / 2) = 0 := h3
  -- k tan(kL/2) increases strictly, so two roots cannot differ
  have key : ∀ a b, IsRoot g L a → IsRoot g L b → ¬ a < b := by
    rintro a b ⟨ha, ha', hae⟩ ⟨hb, hb', hbe⟩ hab
    obtain ⟨a0, a1, -, -⟩ := half_phase (g := g) hL ha ha'
    obtain ⟨-, b1, -, -⟩ := half_phase (g := g) hL hb hb'
    have hlt : a * L / 2 < b * L / 2 := by
      have := mul_lt_mul_of_pos_right hab hL
      linarith
    have ht := Real.tan_lt_tan_of_nonneg_of_lt_pi_div_two a0.le b1 hlt
    have ht0 := Real.tan_pos_of_pos_of_lt_pi_div_two a0 a1
    have := mul_lt_mul'' hab ht ha.le ht0.le
    linarith
  have hq : IsRoot g L q := ⟨h1, h2, (half_phase hL h1 h2).2.2.2.2 (by linarith)⟩
  exact ⟨q, hq, fun r hr => le_antisymm (not_lt.1 (key q r hq hr)) (not_lt.1 (key r q hr hq))⟩
```

## (e) Comparison with first order

Show that the energy of a root satisfies

k²/2 < g/L

**Solution.** For 0 < θ < π/2 we have θ < tan θ. Multiplying by k gives k²L/2 < k tan θ = g, and division by L finishes the argument.

The theorem does not list g > 0 as a hypothesis, because a root in the window already forces it. `Real.lt_tan` is the tangent inequality.

```lean
/-- For a root `k` of the quantisation condition in `(0, π/L)`, the energy `k²/2` lies strictly
below the first-order value `g/L`. -/
theorem energy_lt_first_order {g L k : ℝ} (hL : 0 < L) (h : IsRoot g L k) :
    k ^ 2 / 2 < g / L := by
  obtain ⟨hk, hk', he⟩ := h
  obtain ⟨h0, h1, -, -⟩ := half_phase (g := g) hL hk hk'
  have := mul_lt_mul_of_pos_left (Real.lt_tan h0 h1) hk
  rw [lt_div_iff₀ hL]
  linarith
```

## (f) The error in a small cell

For g > 0, show that the energy cannot fall far below the first-order value when gL is small:

(g/L) / (1 + gL/4) ≤ k²/2

**Solution.** Insert cos θ ≥ 1 − θ²/2 and sin θ ≤ θ into g cos θ = k sin θ:

g(1 − k²L²/8) ≤ k²L/2

Collecting the terms in k² gives

g ≤ (k²/2) · L(1 + gL/4)

and division by L(1 + gL/4) gives the bound.

The proof names the two inequalities `h1` and `h2`. Together with (e), the bound says that first order exceeds E by at most the fraction gL/4 of E. For g = L = 1 it places E between 0.8 and 1.

```lean
/-- For a repulsive defect and a root `k` of the quantisation condition in `(0, π/L)`, the energy
`k²/2` is at least the first-order value `g/L` divided by `1 + gL/4`. -/
theorem first_order_error {g L k : ℝ} (hg : 0 < g) (hL : 0 < L) (h : IsRoot g L k) :
    g / L / (1 + g * L / 4) ≤ k ^ 2 / 2 := by
  obtain ⟨hk, hk', he⟩ := h
  obtain ⟨h0, -, -, ht⟩ := half_phase (g := g) hL hk hk'
  have hsc := ht.1 he
  have h1 := mul_le_mul_of_nonneg_left
    (Real.one_sub_sq_div_two_le_cos (x := k * L / 2)) hg.le
  have h2 := mul_le_mul_of_nonneg_left (Real.sin_le h0.le) hk.le
  rw [div_div, div_le_iff₀ (by positivity)]
  linarith
```

## (g) A lower bound on the wavenumber

For g > 0, show that

k > πg/(gL + 2)

**Solution.** Apply the tangent inequality to the complementary angle π/2 − θ, which also lies between 0 and π/2:

π/2 − θ < cos θ / sin θ = k/g

Hence g(π − kL) < 2k, that is πg < k(gL + 2).

The Lean proof keeps the factor sin θ on both sides and cancels it in `h3`. In a root search, this bound and k < √(2g/L) from (e) supply a starting bracket narrower than the full window when gL is small; for large gL, π/L is the tighter upper end.

```lean
/-- For a repulsive defect, a root `k` of the quantisation condition in `(0, π/L)` exceeds
`πg/(gL + 2)`. -/
theorem wavenumber_lower {g L k : ℝ} (hg : 0 < g) (hL : 0 < L) (h : IsRoot g L k) :
    π * g / (g * L + 2) < k := by
  obtain ⟨hk, hk', he⟩ := h
  obtain ⟨h0, h1, -, ht⟩ := half_phase (g := g) hL hk hk'
  have hsc := ht.1 he
  have hs : 0 < Real.sin (k * L / 2) :=
    Real.sin_pos_of_pos_of_lt_pi h0 (by linarith [Real.pi_pos])
  -- the tangent inequality at the complementary angle
  have hy := Real.lt_tan (x := π / 2 - k * L / 2) (by linarith) (by linarith)
  rw [Real.tan_eq_sin_div_cos, Real.sin_pi_div_two_sub, Real.cos_pi_div_two_sub,
    lt_div_iff₀ hs] at hy
  have h2 : g * (π / 2 - k * L / 2) * Real.sin (k * L / 2) < k * Real.sin (k * L / 2) := by
    have := mul_lt_mul_of_pos_left hy hg
    linarith
  have h3 := lt_of_mul_lt_mul_right h2 hs.le
  rw [div_lt_iff₀ (by positivity)]
  linarith
```

## (h) The limit of a large ring

Keep g > 0 fixed and let k(L) be the root for each L > 0. Show that, as L → ∞,

L²E → π²/2

**Solution.** Multiplying (g) by L and using k < π/L gives

π − 2π/(gL + 2) < Lk < π

The left side tends to π, so Lk → π. Since L²E = (Lk)²/2, the limit follows.

`hlow` is the limit of the lower bound and `hphase` the squeeze. The limiting energy π²/(2L²) is the lowest level of a box with hard walls: on a long ring the defect acts on this state like an impenetrable wall.

```lean
/-- For a repulsive defect of fixed strength, let `k(L)` be a root of the quantisation condition in
`(0, π/L)` for each `L > 0`, with energy `E = k(L)²/2`. Then `L²E` tends to `π²/2` as `L → ∞`. -/
theorem scaled_energy_tendsto {g : ℝ} (hg : 0 < g) {k : ℝ → ℝ}
    (hk : ∀ L, 0 < L → IsRoot g L (k L)) :
    Tendsto (fun L => L ^ 2 * (k L ^ 2 / 2)) atTop (𝓝 (π ^ 2 / 2)) := by
  have hd : Tendsto (fun L : ℝ => g * L + 2) atTop atTop :=
    tendsto_atTop_add_const_right _ _ (tendsto_id.const_mul_atTop hg)
  have hlow : Tendsto (fun L : ℝ => π - 2 * π / (g * L + 2)) atTop (𝓝 π) := by
    have h : Tendsto (fun L : ℝ => 2 * π / (g * L + 2)) atTop (𝓝 0) :=
      tendsto_const_nhds.div_atTop hd
    simpa using h.const_sub π
  -- squeeze the phase L k between the lower bound and π
  have hphase : Tendsto (fun L => L * k L) atTop (𝓝 π) := by
    refine tendsto_of_tendsto_of_tendsto_of_le_of_le' hlow tendsto_const_nhds ?_ ?_
    · filter_upwards [eventually_gt_atTop (0 : ℝ)] with L hL
      have hpos : 0 < g * L + 2 := by positivity
      have h1 := (div_lt_iff₀ hpos).1 (wavenumber_lower hg hL (hk L hL))
      have h2 := mul_lt_mul_of_pos_left h1 hL
      have h3 : π - L * k L ≤ 2 * π / (g * L + 2) := by
        rw [le_div_iff₀ hpos]
        linarith
      linarith
    · filter_upwards [eventually_gt_atTop (0 : ℝ)] with L hL
      have := (lt_div_iff₀ hL).1 (hk L hL).2.1
      linarith
  refine ((hphase.pow 2).div_const 2).congr (fun L => ?_)
  ring
```

## (i) The failure of first order

For fixed g > 0, collect the results in one function k(L), and show that the exact energy becomes negligible against the first-order value as L → ∞:

E/(g/L) → 0

**Solution.** By (d) the root defines k(L) for every L > 0, and (e) and (h) apply to it. The ratio is

E/(g/L) = L²E/(gL)

Its numerator tends to π²/2 and its denominator to infinity.

In Lean, `choose` builds the function from the unique roots; its values at L ≤ 0 carry no meaning. The equivalence `IsRoot g L q ↔ q = k L` expresses existence and uniqueness together.

For g = 1 and L = 100, the root gives E ≈ 0.00047, while first order gives 0.01. In a plane-wave basis every matrix element of the defect is g/L, whereas the first excitation of the empty ring costs 2π²/L², so enlarging the cell strengthens the coupling relative to the level spacing. For this non-interacting, one-dimensional model of a defect in a periodic cell, a larger cell therefore makes the first-order estimate of the level worse in relative terms.

```lean
/-- For a repulsive defect the root `k(L)` in `(0, π/L)` is unique and its energy `E = k²/2` is
below the first-order value `g/L`; as `L → ∞`, `L²E` tends to `π²/2` and the ratio of `E` to
the first-order value tends to zero. -/
theorem first_order_fails_in_large_cells {g : ℝ} (hg : 0 < g) :
    ∃ k : ℝ → ℝ, (∀ L, 0 < L → ∀ q, IsRoot g L q ↔ q = k L) ∧
      (∀ L, 0 < L → k L ^ 2 / 2 < g / L) ∧
      Tendsto (fun L => L ^ 2 * (k L ^ 2 / 2)) atTop (𝓝 (π ^ 2 / 2)) ∧
      Tendsto (fun L => (k L ^ 2 / 2) / (g / L)) atTop (𝓝 0) := by
  have hex : ∀ L : ℝ, ∃ k, 0 < L → IsRoot g L k ∧ ∀ q, IsRoot g L q → q = k := by
    intro L
    by_cases hL : 0 < L
    · obtain ⟨k, h1, h2⟩ := existsUnique_root hg hL
      exact ⟨k, fun _ => ⟨h1, h2⟩⟩
    · exact ⟨0, fun h => absurd h hL⟩
  choose k hk using hex
  have hlim := scaled_energy_tendsto hg (fun L hL => (hk L hL).1)
  refine ⟨k, fun L hL q => ⟨(hk L hL).2 q, fun h => h ▸ (hk L hL).1⟩,
    fun L hL => energy_lt_first_order hL (hk L hL).1, hlim, ?_⟩
  -- the ratio is L²E divided by gL
  have hd : Tendsto (fun L : ℝ => g * L) atTop atTop := tendsto_id.const_mul_atTop hg
  refine (hlim.div_atTop hd).congr' ?_
  filter_upwards [eventually_gt_atTop (0 : ℝ)] with L hL
  have hL0 : L ≠ 0 := hL.ne'
  have hg0 : g ≠ 0 := hg.ne'
  field_simp

end DeltaDefectRing
```

```lean
#print axioms DeltaDefectRing.stationary_iff
#print axioms DeltaDefectRing.first_order_error
#print axioms DeltaDefectRing.first_order_fails_in_large_cells
```

```
'DeltaDefectRing.stationary_iff' depends on axioms: [propext, Classical.choice, Quot.sound]
'DeltaDefectRing.first_order_error' depends on axioms: [propext, Classical.choice, Quot.sound]
'DeltaDefectRing.first_order_fails_in_large_cells' depends on axioms: [propext, Classical.choice, Quot.sound]
```
